# Free Spin-1/2 Electrons on a Ring Have a Positive Charge Gap Exactly at Closed Shells

Take two identical rings of length $L>0$, each holding $N$ electrons, and move one electron from the first ring to the second. If $E(N)$ is the ground energy of $N$ electrons on one ring, the move costs

$$E(N+1)+E(N-1)-2E(N).$$

In an infinitely extended metal one expects this cost to vanish. A finite ring has discrete levels, and the answer depends on how the electrons fill them. For free spin-1/2 electrons and an integer $m\ge 0$, the cost is $\pi^2N/L^2$ in atomic units when $N=4m+2$, and zero when $4m+2<N<4m+6$.

A metal simulated in a small periodic cell, with orbitals that repeat from cell to cell (Γ-point sampling), can thus look gapped merely because of its electron number, an effect computed here exactly for a non-interacting gas in one dimension.

```lean
import Mathlib

open Filter Topology

namespace FreeRingGap

noncomputable section
```

## Plane waves and their occupation

A plane wave $e^{ikx}$ returns to itself after one turn around the ring exactly when $kL$ is an integer multiple of $2\pi$. The allowed wave numbers are therefore $k_n=2\pi n/L$, with $n$ an integer.

```lean
/-- The wave number `2πn/L` of the `n`-th plane wave on a ring of length `L ≠ 0`. -/
def waveNumber (L : ℝ) (n : ℤ) : ℝ := 2 * Real.pi * n / L
```

With $\hbar$ and the electron mass equal to one, the kinetic energy of the $n$-th plane wave is

$$\varepsilon_n=\frac{k_n^2}{2}=\frac{2\pi^2n^2}{L^2}.$$

```lean
/-- The kinetic energy `k²/2` (atomic units) of the `n`-th plane wave, for `L ≠ 0`. -/
def level (L : ℝ) (n : ℤ) : ℝ := waveNumber L n ^ 2 / 2
```

The orbital itself is $\psi_n(x)=e^{ik_nx}$. The code leaves it unnormalised; the normalised orbital is $L^{-1/2}\psi_n$, with the same energy.

```lean
/-- The plane wave `exp(ikx)` with the `n`-th wave number, for `L ≠ 0`. -/
def planeWave (L : ℝ) (n : ℤ) (x : ℝ) : ℂ :=
  Complex.exp (Complex.I * (waveNumber L n : ℂ) * (x : ℂ))
```

A spin orbital is a pair $(n,\sigma)$, where $\sigma$ takes one of two values; in Lean it has type `ℤ × Fin 2`. A configuration of $N$ electrons is a set $s$ of $N$ such pairs, with energy

$$\sum_{(n,\sigma)\in s}\varepsilon_n .$$

A `Finset` contains each element at most once, which is the Pauli principle. The energy does not depend on $\sigma$, so there is no Zeeman term. The model also has no magnetic flux through the ring and no interaction term.

```lean
/-- The total energies of all configurations of `N` electrons in distinct spin orbitals
(a plane wave and one of two spin states), for `L ≠ 0`. -/
def energies (L : ℝ) (N : ℕ) : Set ℝ :=
  {E | ∃ s : Finset (ℤ × Fin 2), s.card = N ∧ ∑ p ∈ s, level L p.1 = E}
```

The ground energy $E(N)$ is the infimum of these sums. That they exhaust the energies of the many-electron Hamiltonian is the usual Slater-determinant picture, which enters through this definition and is not derived.

```lean
/-- The ground energy of `N` free electrons: the infimum of the configuration energies,
for `L ≠ 0`. -/
def groundEnergy (L : ℝ) (N : ℕ) : ℝ := sInf (energies L N)
```

The gap is the cost of the electron transfer, with $L$ held fixed while the electron number changes. It is meant for $N\ge1$.

```lean
/-- The gap `E(N+1) + E(N-1) - 2E(N)`, for `N ≥ 1` and `L ≠ 0`. -/
def gap (L : ℝ) (N : ℕ) : ℝ :=
  groundEnergy L (N + 1) + groundEnergy L (N - 1) - 2 * groundEnergy L N
```

Orbitals with the same $|n|$ are degenerate and form a shell. Shell $0$ holds two electrons, and every later shell holds four, because $n$ and $-n$ each carry two spins. Write $I_q$ for the set of spin orbitals with $|n|<q$, where $q\ge0$ is an integer. It is empty for $q=0$ and has $2(2q-1)=4q-2$ elements for $q\ge1$.

```lean
/-- The spin orbitals with `|n| < q`. -/
def innerShells (q : ℕ) : Finset (ℤ × Fin 2) :=
  Finset.Ioo (-(q : ℤ)) (q : ℤ) ×ˢ Finset.univ
```

The orbitals have the properties claimed for them. Going once around the ring multiplies $\psi_n$ by $e^{ik_nL}=e^{2\pi in}=1$. Differentiating twice gives $\psi_n''=(ik_n)^2\psi_n=-k_n^2\psi_n$, so

$$-\tfrac12\psi_n''=\tfrac12k_n^2\,\psi_n=\varepsilon_n\psi_n .$$

In the proof, `Complex.exp_eq_exp_iff_exists_int` turns periodicity into the statement that the two exponents differ by an integer multiple of $2\pi i$, and the integer supplied is $n$. The derivative `hd` is used twice, and `Complex.I_sq` provides $i^2=-1$.

```lean
/-- On a ring of length `L ≠ 0` each plane wave is periodic and solves the free
Schrödinger equation with energy `level L n`. -/
theorem planeWave_eigenfunction {L : ℝ} (hL : L ≠ 0) (n : ℤ) :
    (∀ x, planeWave L n (x + L) = planeWave L n x) ∧
    ∀ x, -(1 / 2 : ℂ) * deriv (deriv (planeWave L n)) x
      = (level L n : ℂ) * planeWave L n x := by
  constructor
  · intro x
    have hk : (waveNumber L n : ℂ) * (L : ℂ) = 2 * (Real.pi : ℂ) * (n : ℂ) := by
      have h : waveNumber L n * L = 2 * Real.pi * n := by
        unfold waveNumber
        exact div_mul_cancel₀ _ hL
      exact_mod_cast h
    -- the phase advances by a multiple of 2π around the ring
    unfold planeWave
    rw [Complex.exp_eq_exp_iff_exists_int]
    refine ⟨n, ?_⟩
    push_cast
    linear_combination Complex.I * hk
  · intro x
    have hd : ∀ y : ℝ, HasDerivAt (planeWave L n)
        (Complex.I * (waveNumber L n : ℂ) * planeWave L n y) y := by
      intro y
      have h1 : HasDerivAt (fun z : ℝ => Complex.I * (waveNumber L n : ℂ) * (z : ℂ))
          (Complex.I * (waveNumber L n : ℂ)) y := by
        have h := (hasDerivAt_id y).ofReal_comp.const_mul
          (Complex.I * (waveNumber L n : ℂ))
        exact h.congr_deriv (by simp)
      have h2 := h1.cexp
      exact h2.congr_deriv (by unfold planeWave; ring)
    have hd1 : deriv (planeWave L n)
        = fun y => Complex.I * (waveNumber L n : ℂ) * planeWave L n y :=
      funext fun y => (hd y).deriv
    have hd2 : deriv (fun y => Complex.I * (waveNumber L n : ℂ) * planeWave L n y) x
        = Complex.I * (waveNumber L n : ℂ) *
          (Complex.I * (waveNumber L n : ℂ) * planeWave L n x) :=
      ((hd x).const_mul _).deriv
    rw [hd1, hd2]
    unfold level
    push_cast
    linear_combination
      (-(1 / 2 : ℂ) * (waveNumber L n : ℂ) ^ 2 * planeWave L n x) * Complex.I_sq
```

## Filling the lowest shells

Since $\varepsilon_n=\tfrac12(2\pi/L)^2n^2$ has a nonnegative prefactor, $|a|\le|b|$ implies $a^2\le b^2$ and hence $\varepsilon_a\le\varepsilon_b$.

```lean
/-- The orbital energy does not decrease when `|n|` grows. -/
theorem level_mono (L : ℝ) {a b : ℤ} (h : |a| ≤ |b|) : level L a ≤ level L b := by
  have hl : ∀ n : ℤ, level L n = (2 * Real.pi / L) ^ 2 / 2 * (n : ℝ) ^ 2 := by
    intro n
    unfold level waveNumber
    ring
  have hsq : (a : ℝ) ^ 2 ≤ (b : ℝ) ^ 2 := by exact_mod_cast sq_le_sq.mpr h
  rw [hl, hl]
  exact mul_le_mul_of_nonneg_left hsq (by positivity)
```

To find the minimum over all configurations, measure energies from level $q$. For any configuration $s$ of $N$ electrons,

$$\sum_{(n,\sigma)\in s}\varepsilon_n=N\varepsilon_q+\sum_{(n,\sigma)\in s}(\varepsilon_n-\varepsilon_q).$$

The shifted energies are at most zero inside $I_q$ and at least zero outside it. Discarding the outer orbitals of $s$ cannot raise the sum, and neither can adding the inner orbitals that $s$ lacks:

$$\sum_{s}(\varepsilon_n-\varepsilon_q)\;\ge\;\sum_{s\cap I_q}(\varepsilon_n-\varepsilon_q)\;\ge\;\sum_{I_q}(\varepsilon_n-\varepsilon_q).$$

Equality holds if $s$ contains all of $I_q$ and puts its remaining electrons in shell $q$, where the shifted energy is zero. Such an $s$ exists when $N$ lies between the sizes of $I_q$ and $I_{q+1}$. The minimum is then

$$E(N)=N\varepsilon_q+\sum_{(n,\sigma)\in I_q}(\varepsilon_n-\varepsilon_q).$$

`IsLeast` says that this value is the energy of some configuration and a lower bound for all of them. For the first half, `Finset.exists_subsuperset_card_eq` picks a set of size $N$ between $I_q$ and $I_{q+1}$. For the second, `hc` and `hb` are the two inequalities above, in that order, and `hshift` is the change of energy origin.

```lean
/-- If `N` electrons fill the shells below `q` and at most fill shell `q`, the lowest
configuration energy is attained, with all remaining electrons at level `q`. -/
theorem isLeast_energies (L : ℝ) {q N : ℕ} (h1 : (innerShells q).card ≤ N)
    (h2 : N ≤ (innerShells (q + 1)).card) :
    IsLeast (energies L N)
      (N * level L q + ∑ p ∈ innerShells q, (level L p.1 - level L q)) := by
  have hmem : ∀ (r : ℕ) (p : ℤ × Fin 2), p ∈ innerShells r ↔ |p.1| < (r : ℤ) := by
    intro r p
    simp [innerShells, abs_lt]
  have hlow : ∀ p ∈ innerShells q, level L p.1 - level L q ≤ 0 := by
    intro p hp
    exact sub_nonpos.2 (level_mono L (by rw [Nat.abs_cast]; exact ((hmem q p).1 hp).le))
  have hhigh : ∀ p, p ∉ innerShells q → 0 ≤ level L p.1 - level L q := by
    intro p hp
    exact sub_nonneg.2
      (level_mono L (by rw [Nat.abs_cast]; exact not_lt.1 (mt (hmem q p).2 hp)))
  -- measure all energies from level q
  have hshift : ∀ s : Finset (ℤ × Fin 2), ∑ p ∈ s, level L p.1
      = s.card * level L q + ∑ p ∈ s, (level L p.1 - level L q) := by
    intro s
    simp only [Finset.sum_sub_distrib, Finset.sum_const, nsmul_eq_mul]
    ring
  constructor
  · have hsub : innerShells q ⊆ innerShells (q + 1) := by
      intro p hp
      have h := (hmem q p).1 hp
      refine (hmem (q + 1) p).2 ?_
      push_cast
      linarith
    obtain ⟨s, hqs, hsq, hs⟩ := Finset.exists_subsuperset_card_eq hsub h1 h2
    refine ⟨s, hs, ?_⟩
    rw [hshift, hs, Finset.sum_subset hqs]
    intro p hp hn
    have h := (hmem (q + 1) p).1 (hsq hp)
    push_cast at h
    have hle : level L p.1 ≤ level L q :=
      level_mono L (by rw [Nat.abs_cast]; exact Int.lt_add_one_iff.1 h)
    linarith [hhigh p hn]
  · rintro E ⟨s, hs, rfl⟩
    rw [hshift, hs]
    -- dropping inner orbitals or adding outer ones cannot lower the shifted energy
    have ha := Finset.sum_sdiff (f := fun p : ℤ × Fin 2 => level L p.1 - level L q)
      (Finset.inter_subset_left : innerShells q ∩ s ⊆ innerShells q)
    have hb : ∑ p ∈ innerShells q \ (innerShells q ∩ s),
        (level L p.1 - level L q) ≤ 0 :=
      Finset.sum_nonpos fun p hp => hlow p (Finset.mem_sdiff.1 hp).1
    have hc : ∑ p ∈ innerShells q ∩ s, (level L p.1 - level L q)
        ≤ ∑ p ∈ s, (level L p.1 - level L q) :=
      Finset.sum_le_sum_of_subset_of_nonneg Finset.inter_subset_right
        fun p hp hn => hhigh p fun hq => hn (Finset.mem_inter.2 ⟨hq, hp⟩)
    linarith
```

Suppose now that the shells below $q$ are full and shell $q$ still has room, so that $4q-2\le N<4q+2$. The formula for the minimum applies to both $N$ and $N+1$ with the same $q$. The sum over $I_q$ cancels in the difference, leaving

$$E(N+1)-E(N)=\varepsilon_q .$$

Lean writes the lower bound as `4 * q ≤ N + 2`, which also treats $q=0$ correctly. The count of $I_q$ is `hcard`, and `csInf_eq` replaces each infimum by the minimum just found.

```lean
/-- If `N` electrons are enough to fill all shells below `q` but too few to fill shell `q` as well,
adding one electron raises the ground energy by exactly `level L q`. -/
theorem groundEnergy_succ (L : ℝ) (q N : ℕ) (h1 : 4 * q ≤ N + 2) (h2 : N < 4 * q + 2) :
    groundEnergy L (N + 1) = groundEnergy L N + level L q := by
  have hcard : ∀ r : ℕ, (innerShells r).card = 4 * r - 2 := by
    intro r
    rw [innerShells, Finset.card_product, Int.card_Ioo, Finset.card_univ, Fintype.card_fin]
    omega
  have hq := hcard q
  have hq' := hcard (q + 1)
  unfold groundEnergy
  rw [(isLeast_energies L (q := q) (N := N + 1) (by omega) (by omega)).csInf_eq,
    (isLeast_energies L (q := q) (N := N) (by omega) (by omega)).csInf_eq]
  push_cast
  ring
```

## The gap at and between closed shells

The gap is the difference of two successive addition energies:

$$\bigl[E(N+1)-E(N)\bigr]-\bigl[E(N)-E(N-1)\bigr].$$

For $N=4m+2$, shells $0$ to $m$ are full. The next electron enters shell $m+1$, while the last one entered shell $m$, so the gap is

$$\varepsilon_{m+1}-\varepsilon_m=\frac{2\pi^2}{L^2}\bigl[(m+1)^2-m^2\bigr]=\frac{2\pi^2(2m+1)}{L^2}=\frac{\pi^2N}{L^2}>0 .$$

For $4m+2<N<4m+6$, both electrons belong to shell $m+1$, and the gap is $\varepsilon_{m+1}-\varepsilon_{m+1}=0$.

A ring with $L=2\pi$ shows the pattern in numbers. There $\varepsilon_n=n^2/2$, and filling the shells gives:

| $N$ | 0 | 1 | 2 | 3 | 4 | 5 | 6 | 7 |
|---|---|---|---|---|---|---|---|---|
| $E(N)$ | 0 | 0 | 0 | 1/2 | 1 | 3/2 | 2 | 4 |

At $N=2$ the gap is $\tfrac12+0-0=\tfrac12$, and at $N=6$ it is $4+\tfrac32-4=\tfrac32$. Both agree with $\pi^2N/L^2=N/4$. At $N=4$ it is $\tfrac32+\tfrac12-2=0$.

The theorem states the two cases as implications for the same $m$ and $N$. Its proof applies `groundEnergy_succ` twice in each case: with shells $m+1$ and $m$ in the first, and with shell $m+1$ both times in the second.

```lean
/-- On a ring of length `L > 0` the gap is `π²N/L²`, and positive, for `N = 4m+2`
electrons, and it is zero for `4m+2 < N < 4m+6`. -/
theorem finite_size_gap {L : ℝ} (hL : 0 < L) (m N : ℕ) :
    (N = 4 * m + 2 → gap L N = Real.pi ^ 2 * N / L ^ 2 ∧ 0 < gap L N) ∧
    (4 * m + 2 < N → N < 4 * m + 6 → gap L N = 0) := by
  constructor
  · rintro rfl
    -- the added electron enters shell m+1, the removed one leaves shell m
    have h1 := groundEnergy_succ L (m + 1) (4 * m + 2) (by omega) (by omega)
    have h2 : groundEnergy L (4 * m + 2) = groundEnergy L (4 * m + 1) + level L m :=
      groundEnergy_succ L m (4 * m + 1) (by omega) (by omega)
    have hg : gap L (4 * m + 2) = Real.pi ^ 2 * ((4 * m + 2 : ℕ) : ℝ) / L ^ 2 := by
      unfold gap
      rw [show 4 * m + 2 - 1 = 4 * m + 1 by omega, h1, h2]
      simp only [level, waveNumber]
      push_cast
      ring
    refine ⟨hg, ?_⟩
    rw [hg]
    positivity
  · intro h1 h2
    obtain ⟨k, rfl⟩ : ∃ k, N = k + 1 := ⟨N - 1, by omega⟩
    -- both electrons belong to the same open shell
    have ha := groundEnergy_succ L (m + 1) (k + 1) (by omega) (by omega)
    have hb := groundEnergy_succ L (m + 1) k (by omega) (by omega)
    unfold gap
    rw [Nat.add_sub_cancel, ha, hb]
    ring
```

Together with the case of a single electron, these cases settle the sign of the gap for every positive electron number. Lean writes that number as $N+1$ with $N\ge0$, and the gap is positive exactly when $N+1$ leaves remainder 2 on division by 4. The only number that the previous theorem leaves open is a single electron. Its shell $0$ is half full, so adding the second electron costs $\varepsilon_0$, as adding the first did, and the gap is zero.

```lean
/-- For `L > 0`, the gap of `N+1` electrons is positive exactly when their number leaves
remainder 2 on division by 4. -/
theorem gap_pos_iff {L : ℝ} (hL : 0 < L) (N : ℕ) :
    0 < gap L (N + 1) ↔ (N + 1) % 4 = 2 := by
  constructor
  · intro h
    by_contra hne
    rcases Nat.eq_zero_or_pos N with h0 | h0
    · subst h0
      have ha : groundEnergy L 2 = groundEnergy L 1 + level L (0 : ℕ) :=
        groundEnergy_succ L 0 1 (by omega) (by omega)
      have hb : groundEnergy L 1 = groundEnergy L 0 + level L (0 : ℕ) :=
        groundEnergy_succ L 0 0 (by omega) (by omega)
      have hz : gap L (0 + 1) = 0 := by
        change groundEnergy L 2 + groundEnergy L 0 - 2 * groundEnergy L 1 = 0
        linarith
      linarith
    · have hz := (finite_size_gap hL ((N - 1) / 4) (N + 1)).2 (by omega) (by omega)
      linarith
  · intro h
    exact ((finite_size_gap hL ((N + 1) / 4) (N + 1)).1 (by omega)).2
```

## The gap at fixed density

To see that the gap belongs to the finite ring, enlarge the ring while keeping the number of electrons per unit length, $\rho$, fixed. Let $L_m$ be the length of the ring that holds $N=4m+2$ electrons. Then $N=\rho L_m$, and the closed-shell gap becomes

$$\frac{\pi^2N}{L_m^2}=\frac{\pi^2\rho^2}{N}\longrightarrow0\qquad(m\to\infty).$$

In Lean the lengths form a sequence `L : ℕ → ℝ`, and `hρ` expresses the fixed density. The rewritten gap is `hg`; the limit follows because a constant is divided by a number that grows without bound.

```lean
/-- Along closed shells `N = 4m+2` on rings of positive length at fixed density `ρ = N/L`,
the gap tends to zero. -/
theorem gap_tendsto_zero (ρ : ℝ) (L : ℕ → ℝ) (hL : ∀ m, 0 < L m)
    (hρ : ∀ m, ((4 * m + 2 : ℕ) : ℝ) = ρ * L m) :
    Tendsto (fun m => gap (L m) (4 * m + 2)) atTop (𝓝 0) := by
  -- at fixed density the gap is π²ρ²/N
  have hg : ∀ m, gap (L m) (4 * m + 2)
      = Real.pi ^ 2 * ρ ^ 2 / ((4 * m + 2 : ℕ) : ℝ) := by
    intro m
    have hN : ((4 * m + 2 : ℕ) : ℝ) ≠ 0 := by positivity
    have hL2 : L m ^ 2 ≠ 0 := pow_ne_zero 2 (hL m).ne'
    rw [((finite_size_gap (hL m) m (4 * m + 2)).1 rfl).1, div_eq_div_iff hL2 hN]
    linear_combination
      Real.pi ^ 2 * (((4 * m + 2 : ℕ) : ℝ) + ρ * L m) * hρ m
  have hN : Tendsto (fun m : ℕ => 4 * m + 2) atTop atTop :=
    tendsto_atTop_mono (fun m => by change m ≤ 4 * m + 2; omega) tendsto_id
  refine Tendsto.congr (fun m => (hg m).symm) ?_
  exact tendsto_const_nhds.div_atTop (tendsto_natCast_atTop_atTop.comp hN)

end

end FreeRingGap
```

Without the density condition, it is not enough that the lengths are positive and grow without bound. With $L_m=\sqrt{4m+2}$ they do, yet the closed-shell gap equals $\pi^2(4m+2)/(4m+2)=\pi^2$ for every $m$. The density then increases with $m$: in the gap $2\pi^2(2m+1)/L_m^2$ the factor $2m+1$ grows in proportion to $L_m^2$, so the level spacing at the top of the filled shells stays constant.

```lean
#print axioms FreeRingGap.planeWave_eigenfunction
#print axioms FreeRingGap.gap_pos_iff
#print axioms FreeRingGap.gap_tendsto_zero
```

```
'FreeRingGap.planeWave_eigenfunction' depends on axioms: [propext, Classical.choice, Quot.sound]
'FreeRingGap.gap_pos_iff' depends on axioms: [propext, Classical.choice, Quot.sound]
'FreeRingGap.gap_tendsto_zero' depends on axioms: [propext, Classical.choice, Quot.sound]
```
